# Only scalar operators commute with all creation and annihilation operators of finitely many fermionic modes

Let $T$ be a linear operator on the Fock space of $M$ fermionic modes. If

$$
T a_p^\dagger = a_p^\dagger T \quad\text{and}\quad T a_p = a_p T \qquad\text{for every mode } p,
$$

then $T = c\,\mathbb 1$ for some complex number $c$. Here $a_p^\dagger$ and $a_p$ create and annihilate a particle in mode $p$, and $M$ is any finite number, zero included. $T$ need not be Hermitian, unitary or particle-conserving.

## An orbital rotation fixes its Fock-space matrix up to a factor

A code for electrons in $M$ spin orbitals can represent a change of orbitals by an operator on many-electron states. Suppose that two routines return invertible matrices $U$ and $V$ on the full Fock space, and that both transform the ladder operators in the same way:

$$
U a_p U^{-1} = V a_p V^{-1}, \qquad U a_p^\dagger U^{-1} = V a_p^\dagger V^{-1}.
$$

Multiplying by $V^{-1}$ on the left and by $U$ on the right shows that $V^{-1}U$ commutes with every $a_p$ and every $a_p^\dagger$. Hence $U = cV$, and if both matrices are unitary, $c$ is a phase. A comparison of the two routines should therefore allow one global factor, and only one.

This needs the individual ladder operators. Agreement on the products $a_p^\dagger a_q$ alone is weaker. If $N$ is the particle-number operator, then $U=V(\mathbb 1+N)$ is invertible and transforms all these products as $V$ does, yet it is not a multiple of $V$ when $M>0$. The theorem also can't be applied directly inside a sector of fixed particle number, because the ladder operators lead out of it. This is a limit of the theorem as stated; the number operator is no counter-example there, since it is a scalar on each such sector.

## From the vacuum to every state

Number the modes $0,\dots,M-1$. A state $\psi$ assigns an amplitude $\psi(S)$ to each set $S$ of occupied modes, and $e_S$ is the state with amplitude 1 at $S$ and 0 elsewhere. The vacuum is $e_\emptyset$. Write

$$
s_p(S) = (-1)^{\#\{q\in S:\ q<p\}} .
$$

On amplitudes the operators are

$$
(a_p^\dagger\psi)(S) = \begin{cases} s_p(S)\,\psi(S\setminus\{p\}) & p\in S\\ 0 & p\notin S\end{cases}
\qquad
(a_p\psi)(S) = \begin{cases} 0 & p\in S\\ s_p(S)\,\psi(S\cup\{p\}) & p\notin S.\end{cases}
$$

Put $\psi=e_S$. The amplitude of $a_p^\dagger e_S$ at $A$ is nonzero only if $p\in A$ and $A\setminus\{p\}=S$, that is, if $p\notin S$ and $A=S\cup\{p\}$. Since $p$ is not below itself, $s_p(S\cup\{p\})=s_p(S)$. The same argument for $a_p$ completes the usual rules:

$$
a_p^\dagger e_S = s_p(S)\,e_{S\cup\{p\}}\ \ (p\notin S),\qquad
a_p e_S = s_p(S)\,e_{S\setminus\{p\}}\ \ (p\in S),
$$

with zero in the remaining cases.

**Only multiples of the vacuum are killed by all $a_p$.** Let $a_p\psi=0$ for every $p$. If $S$ is nonempty, choose $p\in S$ and evaluate at $S\setminus\{p\}$:

$$
0=(a_p\psi)(S\setminus\{p\}) = s_p(S\setminus\{p\})\,\psi(S).
$$

The sign is not zero, so $\psi(S)=0$. Only the amplitude at $\emptyset$ is left, and $\psi=\psi(\emptyset)\,e_\emptyset$.

**Creation operators reach everything from the vacuum.** Let a subspace $W$ contain $e_\emptyset$ and be stable under every $a_p^\dagger$. If $e_S\in W$ and $p\notin S$, then $W$ also contains

$$
s_p(S)\,a_p^\dagger e_S = s_p(S)^2 e_{S\cup\{p\}} = e_{S\cup\{p\}} .
$$

Filling one mode after another puts every $e_S$ in $W$. Since $\psi=\sum_S\psi(S)e_S$, $W$ is the whole space.

**The operator $T$ is a scalar.** For every $p$,

$$
a_pTe_\emptyset = Ta_pe_\emptyset = 0,
$$

so $Te_\emptyset=c\,e_\emptyset$ for some $c$. Let $K$ be the subspace of states with $T\psi=c\psi$. It contains the vacuum. If $\psi\in K$, then

$$
Ta_p^\dagger\psi = a_p^\dagger T\psi = c\,a_p^\dagger\psi,
$$

so $a_p^\dagger\psi\in K$. Hence $K$ is the whole space and $T=c\,\mathbb 1$.

**There is no smaller nonzero invariant subspace.** Let $W\neq\{0\}$ be stable under all creation and annihilation operators, and take a nonzero $\psi\in W$. If every $a_p$ kills $\psi$, then $\psi$ is a nonzero multiple of the vacuum, so $e_\emptyset\in W$. Otherwise some $a_p\psi$ is nonzero. If $\psi$ has no amplitude on sets of $k+1$ or more modes, then $a_p\psi$ has none on sets of $k$ or more, because its amplitude at $S$ comes from $S\cup\{p\}$ with $p\notin S$. The bound falls at each step and can't reach zero with a nonzero state, so the vacuum is found in $W$ after finitely many steps. Creation operators then give the whole space.

**Commuting with the creation operators alone is not enough when $M>0$.** Let $e_{\rm full}$ be the state with all modes occupied and define $F\psi=\psi(\emptyset)\,e_{\rm full}$. Then $Fa_p^\dagger\psi=0$, since a created state has no vacuum amplitude, and $a_p^\dagger F\psi=0$, since mode $p$ is already full. So $F$ commutes with every $a_p^\dagger$. But $Fe_\emptyset=e_{\rm full}$ is not a multiple of $e_\emptyset$, so $F$ is not a scalar.

## The operators and theorems in Lean

```lean
import Mathlib

open Finset

namespace FermionFockIrreducibility

noncomputable section

/-- The Fock space of `M` fermionic modes: a complex amplitude for each set of occupied modes. -/
abbrev Fock (M : ℕ) := Finset (Fin M) → ℂ

variable {M : ℕ}

/-- The occupation-number state `e_S`, in which exactly the modes in `S` are occupied. -/
def occ (S : Finset (Fin M)) : Fock M := fun A => if A = S then 1 else 0

/-- The fermionic sign: `-1` to the number of occupied modes below `p`. -/
def jwSign (p : Fin M) (S : Finset (Fin M)) : ℂ := (-1) ^ (S.filter (· < p)).card

/-- The creation operator of mode `p`, written on amplitudes. -/
def create (p : Fin M) : Fock M →ₗ[ℂ] Fock M where
  toFun ψ := fun S => if p ∈ S then jwSign p S * ψ (S.erase p) else 0
  map_add' ψ φ := by
    ext S
    simp only [Pi.add_apply]
    split_ifs <;> ring
  map_smul' c ψ := by
    ext S
    simp only [Pi.smul_apply, smul_eq_mul, RingHom.id_apply]
    split_ifs <;> ring

/-- The annihilation operator of mode `p`, written on amplitudes. -/
def annihilate (p : Fin M) : Fock M →ₗ[ℂ] Fock M where
  toFun ψ := fun S => if p ∈ S then 0 else jwSign p S * ψ (insert p S)
  map_add' ψ φ := by
    ext S
    simp only [Pi.add_apply]
    split_ifs <;> ring
  map_smul' c ψ := by
    ext S
    simp only [Pi.smul_apply, smul_eq_mul, RingHom.id_apply]
    split_ifs <;> ring

/-- The fermionic sign squares to one. -/
theorem jwSign_mul_self (p : Fin M) (S : Finset (Fin M)) : jwSign p S * jwSign p S = 1 := by
  unfold jwSign
  rw [← mul_pow]
  simp

/-- Occupying mode `p` itself does not change the sign belonging to `p`. -/
theorem jwSign_insert (p : Fin M) (S : Finset (Fin M)) :
    jwSign p (insert p S) = jwSign p S := by
  simp [jwSign, Finset.filter_insert]

/-- Creation in mode `p` gives zero if `p` is occupied, and otherwise fills `p` with the
fermionic sign. -/
theorem create_occ (p : Fin M) (S : Finset (Fin M)) :
    create p (occ S) = if p ∈ S then 0 else jwSign p S • occ (insert p S) := by
  ext A
  by_cases hS : p ∈ S
  · have h : A.erase p ≠ S := by
      rintro rfl
      simp at hS
    simp [create, occ, hS, h]
  · by_cases hA : A = insert p S
    · subst hA
      simp [create, occ, hS, jwSign_insert]
    · have h : p ∈ A → A.erase p ≠ S := fun h e => hA (by rw [← e, Finset.insert_erase h])
      by_cases hp : p ∈ A
      · simp [create, occ, hS, hA, hp, h hp]
      · simp [create, occ, hS, hA, hp]

/-- Annihilation in mode `p` empties `p` with the fermionic sign if `p` is occupied, and
otherwise gives zero. -/
theorem annihilate_occ (p : Fin M) (S : Finset (Fin M)) :
    annihilate p (occ S) = if p ∈ S then jwSign p S • occ (S.erase p) else 0 := by
  ext A
  by_cases hS : p ∈ S
  · by_cases hA : A = S.erase p
    · have hs : jwSign p (S.erase p) = jwSign p S := by
        rw [← jwSign_insert p (S.erase p), Finset.insert_erase hS]
      subst hA
      simp [annihilate, occ, hS, hs]
    · have h : p ∉ A → insert p A ≠ S := fun h e => hA (by rw [← e, Finset.erase_insert h])
      by_cases hp : p ∈ A
      · simp [annihilate, occ, hS, hA, hp]
      · simp [annihilate, occ, hS, hA, hp, h hp]
  · have h : insert p A ≠ S := by
      rintro rfl
      simp at hS
    simp [annihilate, occ, hS, h]

/-- A state killed by every annihilation operator is a multiple of the vacuum. -/
theorem vacuum_unique (ψ : Fock M) (h : ∀ p, annihilate p ψ = 0) : ψ = ψ ∅ • occ ∅ := by
  ext S
  rcases S.eq_empty_or_nonempty with rfl | ⟨p, hp⟩
  · simp [occ]
  · -- removing an occupied mode `p` exposes the amplitude of `S`
    have h1 := congrFun (h p) (S.erase p)
    have h2 : ψ S = 0 := by
      simpa [annihilate, Finset.insert_erase hp, jwSign] using h1
    have hne : S ≠ ∅ := Finset.ne_empty_of_mem hp
    simp [occ, h2, hne]

/-- The vacuum is cyclic: a subspace that contains it and is stable under all creation
operators is the whole Fock space. -/
theorem vacuum_cyclic (W : Submodule ℂ (Fock M)) (h0 : occ ∅ ∈ W)
    (hc : ∀ p, ∀ ψ ∈ W, create p ψ ∈ W) : W = ⊤ := by
  -- fill the modes of `S` one at a time
  have hocc : ∀ S, occ S ∈ W := by
    intro S
    induction S using Finset.induction_on with
    | empty => exact h0
    | insert p S hp ih =>
      have h := W.smul_mem (jwSign p S) (hc p _ ih)
      rw [create_occ, if_neg hp, smul_smul, jwSign_mul_self, one_smul] at h
      exact h
  rw [eq_top_iff]
  intro ψ _
  have hsum : ∑ S, ψ S • occ S = ψ := by
    ext A
    simp [occ, Finset.sum_apply]
  rw [← hsum]
  exact W.sum_mem fun S _ => W.smul_mem _ (hocc S)

/-- A linear operator on Fock space that commutes with all creation and all annihilation
operators is a scalar multiple of the identity. -/
theorem commutant_scalar (T : Fock M →ₗ[ℂ] Fock M)
    (hc : ∀ p, T ∘ₗ create p = create p ∘ₗ T)
    (ha : ∀ p, T ∘ₗ annihilate p = annihilate p ∘ₗ T) :
    ∃ c : ℂ, T = c • LinearMap.id := by
  -- `T` maps the vacuum to a multiple of itself
  have hvac : T (occ ∅) = (T (occ ∅)) ∅ • occ ∅ := vacuum_unique _ fun p => by
    have h := LinearMap.congr_fun (ha p) (occ ∅)
    have h0 : annihilate p (occ ∅) = 0 := by simp [annihilate_occ]
    rw [LinearMap.comp_apply, LinearMap.comp_apply, h0, map_zero] at h
    exact h.symm
  obtain ⟨c, hcv⟩ : ∃ c : ℂ, T (occ ∅) = c • occ ∅ := ⟨_, hvac⟩
  have hmem : ∀ ψ, ψ ∈ LinearMap.ker (T - c • LinearMap.id) ↔ T ψ = c • ψ := fun ψ => by
    rw [LinearMap.mem_ker, LinearMap.sub_apply, LinearMap.smul_apply, LinearMap.id_apply,
      sub_eq_zero]
  -- the eigenspace of `c` is stable under creation, hence everything
  have htop := vacuum_cyclic (LinearMap.ker (T - c • LinearMap.id)) ((hmem _).2 hcv)
    fun p ψ hψ => (hmem _).2 (by
      have h := LinearMap.congr_fun (hc p) ψ
      rw [LinearMap.comp_apply, LinearMap.comp_apply, (hmem ψ).1 hψ, map_smul] at h
      exact h)
  exact ⟨c, sub_eq_zero.1 (LinearMap.ker_eq_top.1 htop)⟩

/-- Fock space is irreducible: a nonzero subspace stable under all creation and annihilation
operators is the whole space. -/
theorem invariant_subspace_eq_top (W : Submodule ℂ (Fock M)) (hW : W ≠ ⊥)
    (hc : ∀ p, ∀ ψ ∈ W, create p ψ ∈ W)
    (ha : ∀ p, ∀ ψ ∈ W, annihilate p ψ ∈ W) : W = ⊤ := by
  -- induction on a strict bound `k` for the particle number
  have key : ∀ k : ℕ, ∀ ψ ∈ W, ψ ≠ 0 → (∀ S, k ≤ S.card → ψ S = 0) → occ ∅ ∈ W := by
    intro k
    induction k with
    | zero =>
      intro ψ _ h0 hs
      exact absurd (funext fun S => hs S (Nat.zero_le _)) h0
    | succ k ih =>
      intro ψ hψ h0 hs
      by_cases h : ∀ p, annihilate p ψ = 0
      · have hv := vacuum_unique ψ h
        have hne : ψ ∅ ≠ 0 := fun hz => h0 (by rw [hv, hz, zero_smul])
        rw [hv] at hψ
        exact (W.smul_mem_iff hne).1 hψ
      · obtain ⟨p, hp⟩ := not_forall.1 h
        refine ih _ (ha p ψ hψ) hp fun S hS => ?_
        by_cases hpS : p ∈ S
        · simp [annihilate, hpS]
        · have h1 := hs (insert p S) (by rw [Finset.card_insert_of_notMem hpS]; omega)
          simp [annihilate, hpS, h1]
  obtain ⟨ψ, hψ, h0⟩ := W.ne_bot_iff.1 hW
  refine vacuum_cyclic W (key (M + 1) ψ hψ h0 fun S hS => ?_) hc
  have h1 := S.card_le_univ
  rw [Fintype.card_fin] at h1
  omega

/-- The operator that sends the vacuum to the completely filled state, weighted by the vacuum
amplitude of its argument. -/
def fill (M : ℕ) : Fock M →ₗ[ℂ] Fock M where
  toFun ψ := ψ ∅ • occ univ
  map_add' ψ φ := by simp only [Pi.add_apply, add_smul]
  map_smul' c ψ := by simp only [Pi.smul_apply, smul_eq_mul, mul_smul, RingHom.id_apply]

/-- With at least one mode, `fill` commutes with all creation operators and yet is not a scalar
multiple of the identity. -/
theorem fill_commutes_not_scalar (hM : 0 < M) :
    (∀ p, fill M ∘ₗ create p = create p ∘ₗ fill M) ∧
      ¬ ∃ c : ℂ, fill M = c • LinearMap.id := by
  constructor
  · intro p
    refine LinearMap.ext fun ψ => ?_
    change (create p ψ) ∅ • occ univ = create p (ψ ∅ • occ univ)
    rw [map_smul, create_occ]
    simp [create]
  · rintro ⟨c, hc⟩
    have hne : (univ : Finset (Fin M)) ≠ ∅ := Finset.ne_empty_of_mem (mem_univ ⟨0, hM⟩)
    -- compare the amplitudes of the filled state
    have h : (occ ∅ : Fock M) ∅ * (occ univ : Fock M) univ = c * (occ ∅ : Fock M) univ :=
      congrFun (LinearMap.congr_fun hc (occ ∅)) univ
    unfold occ at h
    rw [if_pos rfl, if_pos rfl, if_neg hne, mul_zero, mul_one] at h
    exact one_ne_zero h

end

end FermionFockIrreducibility
```

```lean
#print axioms FermionFockIrreducibility.commutant_scalar
#print axioms FermionFockIrreducibility.invariant_subspace_eq_top
#print axioms FermionFockIrreducibility.fill_commutes_not_scalar
```

```
'FermionFockIrreducibility.commutant_scalar' depends on axioms: [propext, Classical.choice, Quot.sound]
'FermionFockIrreducibility.invariant_subspace_eq_top' depends on axioms: [propext, Classical.choice, Quot.sound]
'FermionFockIrreducibility.fill_commutes_not_scalar' depends on axioms: [propext, Classical.choice, Quot.sound]
```

## What is guaranteed about `create` and `annihilate`

The type `Fock M` consists of the complex functions on `Finset (Fin M)`, so its dimension is $2^M$. The state $e_S$ is `occ S`, the sign $s_p(S)$ is `jwSign p S`, and the operators $a_p^\dagger$ and $a_p$ are `create p` and `annihilate p`. The prefix `jw` stands for Jordan–Wigner. The convention counts occupied modes below $p$, which corresponds to building $e_S$ from the vacuum with creation operators written in increasing order from left to right.

`commutant_scalar` is the result stated at the top. Its hypotheses `hc` and `ha` say that $T$ commutes with each creation and each annihilation operator; `∘ₗ` is composition, with the right-hand factor acting first. `invariant_subspace_eq_top` is the statement about subspaces, where `⊥` is the zero subspace and `⊤` the whole space. `fill_commutes_not_scalar` treats the operator $F$, called `fill M`, under the hypothesis `0 < M`. With no modes the Fock space is one-dimensional, and every linear operator on it is a scalar.

The guarantee has these limits:

- The number of modes is finite. Nothing is said about a complete, infinite orbital basis.
- No inner product is defined, so the theorems don't state that `create p` and `annihilate p` are adjoint to each other. The anticommutation relations are not stated either.
- No Hamiltonian appears. An operator that commutes with a particular Hamiltonian can be far from scalar.
- Commutation is an exact equality. There is no estimate of how close $T$ is to a scalar when the commutators are merely small.

The step left to the user is to identify the ladder matrices in a program, with their bit order and signs, with `create` and `annihilate`. The theorems `create_occ` and `annihilate_occ` give the action on basis states against which to compare them.

## Creation reads the amplitude with the mode removed

When the operators are defined on amplitudes, it is easy to write `ψ (insert p S)` in `create`, because creation adds a particle. That is the wrong way round. The new amplitude at $S$ comes from the old configuration, which lacked $p$, so `create` must read `ψ (S.erase p)`.

If the two definitions were exchanged throughout, the statement of `commutant_scalar` would still be true, since it treats both families alike. The exchange shows up in `create_occ`, which requires `create p` to fill an empty mode.

## How the lemmas carry the argument

`jwSign_mul_self` is $s_p(S)^2=1$, and `jwSign_insert` says that occupying $p$ leaves its own sign unchanged. The proofs of `create_occ` and `annihilate_occ` compare amplitudes at an arbitrary set `A` and split into cases: whether `p` is in `S`, whether `A` is the expected target, and whether `p` is in `A`.

In `vacuum_unique`, the term `congrFun (h p) (S.erase p)` evaluates $a_p\psi=0$ at $S\setminus\{p\}$. The following `simpa` puts $p$ back and removes the nonzero sign, which leaves $\psi(S)=0$.

`vacuum_cyclic` fills the modes with `Finset.induction_on`. Its `insert` case multiplies $a_p^\dagger e_S$ by the sign and uses `jwSign_mul_self`. The equation `hsum` is the expansion of $\psi$ in the states $e_S$.

In `commutant_scalar`, `hvac` applies `vacuum_unique` to $Te_\emptyset$. The subspace $K$ is the kernel of `T - c • LinearMap.id`, and `hmem` translates membership in it into $T\psi=c\psi$. Then `htop` applies `vacuum_cyclic` to this kernel, and the last line turns a kernel equal to the whole space into equality of operators. The hypothesis `ha` is used only on the vacuum, while `hc` is used on all of $K$.

The statement `key` inside `invariant_subspace_eq_top` is the induction on the bound $k$. It is applied with `k = M + 1`, a bound that holds for every state because no set of modes has more than $M$ elements. Its case split asks whether all annihilation operators kill the current state.

For `fill`, the first half of the proof reduces both products to zero. The second half assumes $F=c\,\mathbb 1$, applies both sides to the vacuum and compares the amplitudes at `univ`, the set of all modes. This gives $1=0$, since that set is nonempty when $M>0$.
